# Two electrons in one hydrogenic 1s orbital: a normalised radial intracule and mean repulsion 5z/8

## Density, separation and units

In atomic units, let z > 0 be the screened charge, the effective nuclear charge that an electron feels when the other partly shields the nucleus. Here z is a free parameter. An electron in the hydrogenic 1s orbital has the density

ρ(r) = (z³/π) exp(-2zr)

at distance r from the nucleus. In the simplest product wave function of helium, both electrons occupy this orbital, independently of each other. The radial intracule P(u) is the probability density of their separation u. It equals 4πu² times the overlap of two copies of ρ with centres u apart.

Let r₁ and r₂ be the distances of a point from these centres, and set ξ = r₁ + r₂ and η = r₁ - r₂. Then ξ > u and -u < η < u, and the volume element is (ξ² - η²)/(8u) dξ dη dφ. The azimuth φ gives 2π, so the prefactor is 4πu² · 2π/(8u) = π²u:

P(u) = π²u ∫_u^∞ dξ ∫_{-u}^{u} dη (ξ² - η²) ρ((ξ+η)/2) ρ((ξ-η)/2).

## Norm, repulsion and mean distance

For every z > 0,

∫₀^∞ P(u) du = 1,
∫₀^∞ P(u)/u du = 5z/8,
∫₀^∞ u P(u) du = 35/(16z).

The first two are `normalisation_and_repulsion`, the third is `mean_distance`. In Lean, `density z` is ρ, `intracule (density z) u` is P(u), and `Ioi 0` is the half-line u > 0. The function `intracule` is defined by the double integral above; the change of variables from the three-dimensional overlap belongs to the physics behind that definition and is not part of the proof.

The value 5z/8 is the repulsion term in the one-parameter variational energy of helium, for a product wave function without electron correlation. This P therefore contains no Coulomb hole.

## From the overlap to the closed form

The exponents add to -2zξ, so the product of densities is (z³/π)² exp(-2zξ), independent of η. The η-integral is

∫_{-u}^{u} (ξ² - η²) dη = 2uξ² - 2u³/3.

Hence

P(u) = z⁶u ∫_u^∞ (2uξ² - 2u³/3) exp(-2zξ) dξ.

An antiderivative of the integrand is -F(ξ) exp(-2zξ), with

F(ξ) = uξ²/z + uξ/z² + u/(2z³) - u³/(3z),

because 2zF - F′ = 2uξ² - 2u³/3. It vanishes at infinity, so the integral is F(u) exp(-2zu), where F(u) = 2u³/(3z) + u²/z² + u/(2z³). Therefore

P(u) = (z³u²/6)(3 + 6zu + 4z²u²) exp(-2zu).

## All moments at once

For b > 0, integration by parts gives ∫₀^∞ uⁿ exp(-bu) du = (n/b) ∫₀^∞ uⁿ⁻¹ exp(-bu) du for n ≥ 1. Starting from 1/b at n = 0, the integral is n!/bⁿ⁺¹. With b = 2z, the three terms of P give, for n = 0, 1, 2, …,

∫₀^∞ uⁿ⁻¹ P(u) du
= z³(n+1)!/(2z)ⁿ⁺² · [1/2 + (n+2)/2 + (n+2)(n+3)/6]
= z³(n+1)!(n+3)(n+5) / (6(2z)ⁿ⁺²).

The choices n = 1, 0, 2 give 1, 5z/8 and 35/(16z).

The same formula at n = 3 gives the mean square separation 6/z². This agrees with 2⟨r²⟩ for ⟨r²⟩ = 3/z², since the scalar product of the two position vectors averages to zero.

## The Lean file

```lean
import Mathlib

open Real MeasureTheory Set Filter Topology

namespace HeliumIntracule

noncomputable section

/-- The density of one electron in a hydrogenic 1s orbital with screened charge `z`,
at distance `r` from the nucleus. -/
def density (z r : ℝ) : ℝ := z ^ 3 / π * Real.exp (-(2 * z * r))

/-- The radial intracule at separation `u > 0` of two independent electrons with the same
spherical density `ρ`: `4πu²` times the overlap of two copies of `ρ` with centres `u` apart,
in the confocal coordinates `ξ = r₁ + r₂` and `η = r₁ - r₂`. -/
def intracule (ρ : ℝ → ℝ) (u : ℝ) : ℝ :=
  π ^ 2 * u * ∫ ξ in Ioi u, ∫ η in (-u)..u,
    (ξ ^ 2 - η ^ 2) * (ρ ((ξ + η) / 2) * ρ ((ξ - η) / 2))

/-- For two 1s densities the integral over `η` is elementary, because their product
depends on `ξ` alone. -/
theorem integral_eta (z u ξ : ℝ) :
    ∫ η in (-u)..u, (ξ ^ 2 - η ^ 2) * (density z ((ξ + η) / 2) * density z ((ξ - η) / 2))
      = (z ^ 3 / π) ^ 2 * ((2 * u * ξ ^ 2 - 2 * u ^ 3 / 3) * Real.exp (-(2 * z * ξ))) := by
  have hprod : ∀ η : ℝ, density z ((ξ + η) / 2) * density z ((ξ - η) / 2)
      = (z ^ 3 / π) ^ 2 * Real.exp (-(2 * z * ξ)) := by
    intro η
    have he : -(2 * z * ξ) = -(2 * z * ((ξ + η) / 2)) + -(2 * z * ((ξ - η) / 2)) := by ring
    rw [he, Real.exp_add]
    unfold density
    ring
  simp only [hprod]
  rw [intervalIntegral.integral_mul_const,
    intervalIntegral.integral_sub (continuous_const.intervalIntegrable _ _)
      ((continuous_pow 2).intervalIntegrable _ _),
    intervalIntegral.integral_const, integral_pow, smul_eq_mul]
  push_cast
  ring

/-- A power times a decaying exponential vanishes at large distance. -/
theorem tendsto_pow_mul_exp {b : ℝ} (hb : 0 < b) (n : ℕ) :
    Tendsto (fun x : ℝ => x ^ n * Real.exp (-(b * x))) atTop (𝓝 0) := by
  have h := ((Real.tendsto_pow_mul_exp_neg_atTop_nhds_zero n).comp
    (tendsto_id.const_mul_atTop hb)).const_mul ((b ^ n)⁻¹)
  rw [mul_zero] at h
  refine h.congr fun x => ?_
  simp only [Function.comp, id]
  rw [mul_pow]
  field_simp

/-- The remaining integral over `ξ`, from the separation `u ≥ 0` to infinity, for `z > 0`. -/
theorem integral_xi {z u : ℝ} (hz : 0 < z) (hu : 0 ≤ u) :
    ∫ ξ in Ioi u, (2 * u * ξ ^ 2 - 2 * u ^ 3 / 3) * Real.exp (-(2 * z * ξ))
      = (2 * u ^ 3 / (3 * z) + u ^ 2 / z ^ 2 + u / (2 * z ^ 3)) * Real.exp (-(2 * z * u)) := by
  have hb : 0 < 2 * z := by positivity
  -- the antiderivative vanishes at infinity
  have hlim : Tendsto (fun x : ℝ => -((u / z * x ^ 2 + u / z ^ 2 * x
      + (u / (2 * z ^ 3) - u ^ 3 / (3 * z))) * Real.exp (-(2 * z * x)))) atTop (𝓝 0) := by
    have h := ((((tendsto_pow_mul_exp hb 2).const_mul (u / z)).add
      ((tendsto_pow_mul_exp hb 1).const_mul (u / z ^ 2))).add
      ((tendsto_pow_mul_exp hb 0).const_mul (u / (2 * z ^ 3) - u ^ 3 / (3 * z)))).neg
    simp only [mul_zero, add_zero, neg_zero] at h
    refine h.congr fun x => ?_
    ring
  rw [integral_Ioi_of_hasDerivAt_of_nonneg' (fun ξ _ => ?_) (fun ξ hξ => ?_) hlim]
  · field_simp
    ring
  · have hp : HasDerivAt (fun x : ℝ => u / z * x ^ 2 + u / z ^ 2 * x
        + (u / (2 * z ^ 3) - u ^ 3 / (3 * z))) (u / z * (2 * ξ) + u / z ^ 2) ξ :=
      ((((hasDerivAt_pow 2 ξ).const_mul (u / z)).fun_add
        ((hasDerivAt_id' ξ).const_mul (u / z ^ 2))).add_const _).congr_deriv
        (by push_cast; ring)
    have he : HasDerivAt (fun x : ℝ => Real.exp (-(2 * z * x)))
        (Real.exp (-(2 * z * ξ)) * (-(2 * z))) ξ :=
      (((hasDerivAt_id' ξ).const_mul (2 * z)).fun_neg.exp).congr_deriv (by ring)
    exact (hp.fun_mul he).fun_neg.congr_deriv (by field_simp; ring)
  · have hlt : u < ξ := hξ
    have h2 : u ^ 2 ≤ ξ ^ 2 := pow_le_pow_left₀ hu hlt.le 2
    have h3 := mul_nonneg hu (sub_nonneg.2 h2)
    have h4 : 0 ≤ u ^ 3 := by positivity
    exact mul_nonneg (by nlinarith) (Real.exp_pos _).le

/-- The radial intracule of the screened hydrogenic helium product in closed form,
for `z > 0` and separation `u ≥ 0`. -/
theorem intracule_density {z u : ℝ} (hz : 0 < z) (hu : 0 ≤ u) :
    intracule (density z) u
      = z ^ 3 * u ^ 2 / 6 * (3 + 6 * z * u + 4 * z ^ 2 * u ^ 2) * Real.exp (-(2 * z * u)) := by
  have hpi : π ≠ 0 := Real.pi_ne_zero
  unfold intracule
  simp only [integral_eta]
  rw [integral_const_mul, integral_xi hz hu]
  field_simp
  ring

/-- For `b > 0` the function `xⁿ exp(-bx)` is integrable on the half-line, with integral
`n!/bⁿ⁺¹`. -/
theorem integral_pow_mul_exp {b : ℝ} (hb : 0 < b) (n : ℕ) :
    Integrable (fun x : ℝ => x ^ n * Real.exp (-(b * x))) (volume.restrict (Ioi 0)) ∧
    ∫ x in Ioi (0 : ℝ), x ^ n * Real.exp (-(b * x)) = (Nat.factorial n : ℝ) / b ^ (n + 1) := by
  have hv : ∫ x in Ioi (0 : ℝ), x ^ n * Real.exp (-(b * x))
      = (Nat.factorial n : ℝ) / b ^ (n + 1) := by
    have h := Real.integral_rpow_mul_exp_neg_mul_Ioi (a := (n : ℝ) + 1) (by positivity) hb
    have hp : (1 / b) ^ ((n : ℝ) + 1) = (1 / b) ^ (n + 1) := by
      rw [← Real.rpow_natCast, Nat.cast_add, Nat.cast_one]
    rw [hp, Real.Gamma_nat_eq_factorial] at h
    simp only [add_sub_cancel_right, Real.rpow_natCast] at h
    rw [h, one_div, inv_pow, div_eq_mul_inv, mul_comm]
  refine ⟨?_, hv⟩
  -- a non-integrable function would have integral zero in Lean
  by_contra hn
  have hpos : 0 < (Nat.factorial n : ℝ) / b ^ (n + 1) := by positivity
  rw [← hv, integral_undef hn] at hpos
  exact lt_irrefl _ hpos

/-- All moments of the interelectronic distance of order `n - 1`, with `n` a natural number,
for screened charge `z > 0`. -/
theorem intracule_moment {z : ℝ} (hz : 0 < z) (n : ℕ) :
    ∫ u in Ioi (0 : ℝ), u ^ n * (intracule (density z) u / u)
      = z ^ 3 * (Nat.factorial (n + 1) : ℝ) * ((n : ℝ) + 3) * ((n : ℝ) + 5)
        / (6 * (2 * z) ^ (n + 2)) := by
  have hb : 0 < 2 * z := by positivity
  have key : EqOn (fun u : ℝ => u ^ n * (intracule (density z) u / u))
      (fun u : ℝ => z ^ 3 / 2 * (u ^ (n + 1) * Real.exp (-(2 * z * u)))
        + z ^ 4 * (u ^ (n + 2) * Real.exp (-(2 * z * u)))
        + 2 * z ^ 5 / 3 * (u ^ (n + 3) * Real.exp (-(2 * z * u)))) (Ioi 0) := by
    intro u hu
    have hu' : 0 < u := hu
    simp only [intracule_density hz hu'.le]
    field_simp
    ring
  obtain ⟨i1, v1⟩ := integral_pow_mul_exp hb (n + 1)
  obtain ⟨i2, v2⟩ := integral_pow_mul_exp hb (n + 2)
  obtain ⟨i3, v3⟩ := integral_pow_mul_exp hb (n + 3)
  have j1 := i1.const_mul (z ^ 3 / 2)
  have j2 := i2.const_mul (z ^ 4)
  have j3 := i3.const_mul (2 * z ^ 5 / 3)
  rw [setIntegral_congr_fun measurableSet_Ioi key, integral_add, integral_add,
    integral_const_mul, integral_const_mul, integral_const_mul, v1, v2, v3]
  · -- reduce the factorials and powers to common ones
    have f2 : (Nat.factorial (n + 2) : ℝ) = ((n : ℝ) + 2) * (Nat.factorial (n + 1) : ℝ) := by
      exact_mod_cast Nat.factorial_succ (n + 1)
    have f3 : (Nat.factorial (n + 3) : ℝ) = ((n : ℝ) + 3) * (Nat.factorial (n + 2) : ℝ) := by
      exact_mod_cast Nat.factorial_succ (n + 2)
    have p2 : (2 * z) ^ (n + 1 + 1) = (2 * z) ^ (n + 2) := rfl
    have p3 : (2 * z) ^ (n + 2 + 1) = (2 * z) ^ (n + 2) * (2 * z) := pow_succ _ _
    have p4 : (2 * z) ^ (n + 3 + 1) = (2 * z) ^ (n + 2) * (2 * z) ^ 2 := pow_add _ (n + 2) 2
    have hq : (2 * z) ^ (n + 2) ≠ 0 := by positivity
    rw [f3, f2, p4, p3, p2]
    generalize (2 * z) ^ (n + 2) = q at hq ⊢
    field_simp
    ring
  · exact j1
  · exact j2
  · exact j1.add j2
  · exact j3

/-- For screened charge `z > 0` the radial intracule of the hydrogenic helium product is
normalised to one, and the mean electron repulsion is `5z/8`. -/
theorem normalisation_and_repulsion {z : ℝ} (hz : 0 < z) :
    ∫ u in Ioi (0 : ℝ), intracule (density z) u = 1 ∧
    ∫ u in Ioi (0 : ℝ), intracule (density z) u / u = 5 * z / 8 := by
  constructor
  · have h : ∫ u in Ioi (0 : ℝ), intracule (density z) u
        = ∫ u in Ioi (0 : ℝ), u ^ 1 * (intracule (density z) u / u) := by
      refine setIntegral_congr_fun measurableSet_Ioi fun u hu => ?_
      have hu' : u ≠ 0 := ne_of_gt hu
      field_simp
    rw [h, intracule_moment hz 1, div_eq_iff (by positivity)]
    simp only [Nat.factorial]
    push_cast
    ring
  · have h : ∫ u in Ioi (0 : ℝ), intracule (density z) u / u
        = ∫ u in Ioi (0 : ℝ), u ^ 0 * (intracule (density z) u / u) := by
      simp only [pow_zero, one_mul]
    rw [h, intracule_moment hz 0, div_eq_div_iff (by positivity) (by norm_num)]
    simp only [Nat.factorial]
    push_cast
    ring

/-- The mean distance between the two electrons is `35/(16z)` for screened charge `z > 0`. -/
theorem mean_distance {z : ℝ} (hz : 0 < z) :
    ∫ u in Ioi (0 : ℝ), u * intracule (density z) u = 35 / (16 * z) := by
  have h : ∫ u in Ioi (0 : ℝ), u * intracule (density z) u
      = ∫ u in Ioi (0 : ℝ), u ^ 2 * (intracule (density z) u / u) := by
    refine setIntegral_congr_fun measurableSet_Ioi fun u hu => ?_
    have hu' : u ≠ 0 := ne_of_gt hu
    field_simp
  rw [h, intracule_moment hz 2, div_eq_div_iff (by positivity) (by positivity)]
  simp only [Nat.factorial]
  push_cast
  ring

end

end HeliumIntracule
```

```lean
#print axioms HeliumIntracule.normalisation_and_repulsion
#print axioms HeliumIntracule.mean_distance
```

```
'HeliumIntracule.normalisation_and_repulsion' depends on axioms: [propext, Classical.choice, Quot.sound]
'HeliumIntracule.mean_distance' depends on axioms: [propext, Classical.choice, Quot.sound]
```

## How the lemmas carry the calculation

`integral_eta` combines the exponentials and integrates the polynomial in η. `integral_xi` uses the antiderivative above: `hlim` shows that it vanishes at infinity, with `tendsto_pow_mul_exp` for each power, and `hp` and `he` give the derivatives of its two factors, which the product rule combines. The last bullet shows that the integrand is nonnegative for ξ > u, which the library theorem for improper integrals requires. `intracule_density` joins the two integrals into the closed form, for u ≥ 0.

`integral_pow_mul_exp` obtains n!/bⁿ⁺¹ from the Gamma function. It also yields integrability, because Lean assigns the integral zero to a non-integrable function and this value is positive. Integrability is what allows `intracule_moment` to integrate the three terms of P separately, as `key` splits them. The equations `f2` to `p4` then extract the common factorial and power, and `ring` completes the bracket's algebra. The final theorems rewrite their integrands as uⁿ · P(u)/u and insert n.
